# Under the canonical anticommutation relations, every vector is a sum of creator products applied to vectors in which a chosen finite set of modes is empty

The theorem `exists_components` concerns finitely many fermionic modes, with annihilators `a p` and creators `c p` acting linearly on a complex vector space and obeying the canonical anticommutation relations. For any set `T` of modes, it states that every vector `w` is a sum over the subsets `S` of `T`, each term being the product of the creators in `S`, in increasing order of mode, applied to a vector `v S` that all annihilators of `T` send to zero. No inner product, normalisation or Hamiltonian enters, the space need not be finite-dimensional, and some of the `v S` may be zero. The proof is by induction on `T`, adding a mode `m` above all the others and splitting each earlier component `v S` by the identity `a m (c m (v S)) + c m (a m (v S)) = v S`.

An attempt in Lean 4 with a fault in it:

```lean
import Mathlib

open Matrix

namespace ExistsComponents

variable {V : Type*} [AddCommGroup V] [Module ℂ V] {M : ℕ}

/-- The canonical anticommutation relations for annihilators `a p` and creators `c p`,
written out on vectors. -/
structure IsCAR (a c : Fin M → Module.End ℂ V) : Prop where
  aa : ∀ p q v, a p (a q v) + a q (a p v) = 0
  cc : ∀ p q v, c p (c q v) + c q (c p v) = 0
  ac : ∀ p q v, a p (c q v) + c q (a p v) = if p = q then v else 0

/-- The product of the creators `c p` over the modes `p` in `S`, in increasing order. -/
def creatorProduct (c : Fin M → Module.End ℂ V) (S : Finset (Fin M)) : Module.End ℂ V :=
  ((List.finRange M).map fun p => if p ∈ S then c p else 1).prod

variable {a c : Fin M → Module.End ℂ V}

/-- Pauli exclusion: under the canonical anticommutation relations, annihilating twice or creating
twice in the same mode gives zero. -/
theorem IsCAR.exclusion (h : IsCAR a c) (p : Fin M) (v : V) :
    a p (a p v) = 0 ∧ c p (c p v) = 0 := by
  have half : ∀ x : V, x + x = 0 → x = 0 := by
    intro x hx
    rw [← two_smul ℂ x] at hx
    exact (smul_eq_zero.1 hx).resolve_left two_ne_zero
  exact ⟨half _ (h.aa p p v), half _ (h.cc p p v)⟩

/-- Adding a mode `m` above all modes of `S` multiplies the creator product by `c m` on the
right. -/
theorem creatorProduct_insert (c : Fin M → Module.End ℂ V) {S : Finset (Fin M)} {m : Fin M}
    (hm : ∀ p ∈ S, p < m) :
    creatorProduct c (insert m S) = creatorProduct c S * c m := by
  have hmS : m ∉ S := fun h => lt_irrefl _ (hm m h)
  have key : ∀ l : List (Fin M), l.Pairwise (· < ·) → m ∈ l →
      (l.map fun p => if p ∈ insert m S then c p else 1).prod
        = (l.map fun p => if p ∈ S then c p else 1).prod * c m := by
    intro l
    induction l with
    | nil => intro _ h; simp at h
    | cons x l ih =>
      intro hl hx
      rw [List.pairwise_cons] at hl
      by_cases hxm : x = m
      · -- all modes after `m` are empty
        have one : ∀ R : Finset (Fin M), R ⊆ insert m S →
            (l.map fun p => if p ∈ R then c p else 1).prod = 1 := by
          intro R hR
          apply List.prod_eq_one
          intro y hy
          obtain ⟨p, hp, rfl⟩ := List.mem_map.1 hy
          refine if_neg fun h => ?_
          have hlt : m < p := hxm ▸ hl.1 p hp
          rcases Finset.mem_insert.1 (hR h) with e | e
          · exact hlt.ne e.symm
          · exact lt_asymm hlt (hm p e)
        simp only [List.map_cons, List.prod_cons, one (insert m S) (Finset.Subset.refl _),
          one S (Finset.subset_insert m S)]
        simp [hxm, hmS]
      · have hml : m ∈ l := (List.mem_cons.1 hx).resolve_left fun e => hxm e.symm
        simp only [List.map_cons, List.prod_cons, ih hl.2 hml, mul_assoc]
        by_cases hxS : x ∈ S <;> simp [hxm, hxS]
  exact key _ (List.pairwise_lt_finRange M) (List.mem_finRange m)

/-- Assume the canonical anticommutation relations. For any set `T` of modes, every vector is a sum
of creator products over subsets of `T` applied to vectors killed by the annihilators of `T`. -/
theorem exists_components (h : IsCAR a c) (T : Finset (Fin M)) :
    ∀ w : V, ∃ v : Finset (Fin M) → V, (∀ S, ∀ p ∈ T, a p (v S) = 0) ∧
      w = ∑ S ∈ T.powerset, creatorProduct c S (v S) := by
  induction T using Finset.induction_on_max with
  | empty => exact fun w => ⟨fun _ => w, by simp, by simp [creatorProduct]⟩
  | insert m T hm ih =>
    intro w
    obtain ⟨v, hv, hw⟩ := ih w
    have hmT : m ∉ T := fun h => lt_irrefl _ (hm m h)
    -- split each component into its parts with mode `m` empty and filled
    refine ⟨fun S => if m ∈ S then a m (v (S.erase m)) else a m (c m (v S)), ?_, ?_⟩
    · intro S p hp
      have kill : ∀ u, (p ∈ T → a p u = 0) → a p (a m u) = 0 := by
        intro u hu
        rcases Finset.mem_insert.1 hp with e | hpT
        · rw [e]
          exact (h.exclusion m u).1
        · have e := h.aa p m u
          rwa [hu hpT, map_zero, add_zero] at e
      dsimp only
      split_ifs
      · exact kill _ (hv _ p)
      · refine kill _ fun hpT => ?_
        have e := h.ac p m (v S)
        rwa [if_neg (hm p hpT).ne, hv S p hpT, map_zero, add_zero] at e
    · rw [Finset.sum_powerset_insert hmT, hw, ← Finset.sum_add_distrib]
      refine Finset.sum_congr rfl fun S hS => ?_
      have hST := Finset.mem_powerset.1 hS
      have hmS : m ∉ S := fun h => hmT (hST h)
      have e := h.ac m m (v S)
      rw [if_pos rfl] at e
      rw [creatorProduct_insert c fun p hp => hm p (hST hp), if_neg hmS,
        if_pos (Finset.mem_insert_self m S), Finset.erase_insert hmS,
        Module.End.mul_apply, ← map_add, e]

end ExistsComponents
```

Compiling this gives:

```
Main.lean:101:61: error: Tactic `rewrite` failed: Did not find an occurrence of the pattern
  if m ∈ S then ?m.337 else ?m.338
in the target expression
  (creatorProduct c S) (v S) =
    (creatorProduct c S) ((fun S => if m ∈ S then (a m) (v (S.erase m)) else (a m) ((c m) (v S))) S) +
      (creatorProduct c S * c m) ((fun S => if m ∈ S then (a m) (v (S.erase m)) else (a m) ((c m) (v S))) (insert m S))

case insert.refine_2
V : Type u_1
inst✝¹ : AddCommGroup V
inst✝ : Module ℂ V
M : ℕ
a c : Fin M → Module.End ℂ V
h : IsCAR a c
m : Fin M
T : Finset (Fin M)
hm : ∀ x ∈ T, x < m
ih :
  ∀ (w : V), ∃ v, (∀ (S : Finset (Fin M)), ∀ p ∈ T, (a p) (v S) = 0) ∧ w = ∑ S ∈ T.powerset, (creatorProduct c S) (v S)
w : V
v : Finset (Fin M) → V
hv : ∀ (S : Finset (Fin M)), ∀ p ∈ T, (a p) (v S) = 0
hw : w = ∑ S ∈ T.powerset, (creatorProduct c S) (v S)
hmT : m ∉ T
S : Finset (Fin M)
hS : S ∈ T.powerset
hST : S ⊆ T
hmS : m ∉ S
e : (a m) ((c m) (v S)) + (c m) ((a m) (v S)) = v S
⊢ (creatorProduct c S) (v S) =
    (creatorProduct c S) ((fun S => if m ∈ S then (a m) (v (S.erase m)) else (a m) ((c m) (v S))) S) +
      (creatorProduct c S * c m) ((fun S => if m ∈ S then (a m) (v (S.erase m)) else (a m) ((c m) (v S))) (insert m S))
```

Fix (accepted with no message):

```diff
@@ -99,4 +99,5 @@
       have e := h.ac m m (v S)
       rw [if_pos rfl] at e
+      dsimp only
       rw [creatorProduct_insert c fun p hp => hm p (hST hp), if_neg hmS,
         if_pos (Finset.mem_insert_self m S), Finset.erase_insert hmS,
```

What went wrong. The error is at `if_neg hmS`, which is to select the `else` branch of an `if m ∈ S` for the particular set `S` in the sum. The preceding rewrite with `creatorProduct_insert` has already succeeded.

The new components were given as a function, `fun S => if m ∈ S then … else …`, and the goal still shows that function applied to `S` and to `insert m S`, with the arguments not yet substituted. In both places the `if` is inside the function, where `S` is a bound variable and not the set that `hmS` speaks of. The two look alike in print, but `rw` finds no match.

The added `dsimp only` carries out the substitutions. The goal then contains an `if` on `m ∈ S`, which `if_neg hmS` can rewrite, and another on `m ∈ insert m S`, which suits the `if_pos` that follows. The rest of the rewrite chain then goes through unchanged.
